# The Ibers limit of the Mott–Bethe factor for a neutral spherical atom

Let $\mu$ be the radial electron distribution of a neutral atom: a nonzero finite measure on $r>0$ with total mass $Z$ and finite second moment $M_2=\int r^2\,d\mu$. Let $a_0>0$ be the Bohr radius, $q$ the momentum transfer as a wavenumber, and $f_x(q)=\int \frac{\sin qr}{qr}\,d\mu$ the X-ray scattering factor. Then the electron scattering factor satisfies

$$0<f_e(q)=\frac{2\,(Z-f_x(q))}{a_0q^2}<\frac{M_2}{3a_0}\quad(q>0),\qquad f_e(q)\to\frac{M_2}{3a_0}\quad(q\to0^+).$$

If $M_4=\int r^4\,d\mu$ is finite, then also $f_e(q)\ge \frac{M_2}{3a_0}-\frac{q^2M_4}{60a_0}$.

## Nuclear charge screened by electrons

The Mott–Bethe formula describes fast electrons scattered by the electrostatic potential of an atom in the first Born approximation. Here $a_0$ contains the electron rest mass; for fast electrons $f_e$ is still to be multiplied by the Lorentz factor $\gamma$. The nucleus contributes $Z$ and the electrons subtract $f_x$. In a neutral atom the two cancel at $q=0$, and when $M_2$ is finite the ratio $(Z-f_x)/q^2$ has a finite limit. For a neutral spherical atom in this approximation, the limit supplies the forward-scattering value, near which direct numerical evaluation subtracts two nearly equal numbers.

## From sine bounds to the limit

For $x>0$ we have $\sin x<x$. Integrating from $0$ to $x$ four times gives in turn

$$\cos x>1-\tfrac{x^2}{2},\qquad \sin x>x-\tfrac{x^3}{6},$$
$$\cos x<1-\tfrac{x^2}{2}+\tfrac{x^4}{24},\qquad \sin x<x-\tfrac{x^3}{6}+\tfrac{x^5}{120}.$$

A unit of electronic charge at radius $r$, taken together with the unit of nuclear charge that it neutralises, contributes
$$K_q(r)=\frac{2}{a_0q^2}\left(1-\frac{\sin qr}{qr}\right).$$
Put $x=qr$ and divide the sine bounds by $x$. The bracket is positive, less than $x^2/6$ and greater than $x^2/6-x^4/120$. Multiplying by $2/(a_0q^2)$ gives

$$0<K_q(r)<\frac{r^2}{3a_0},\qquad K_q(r)>\frac{r^2}{3a_0}-\frac{q^2r^4}{60a_0}.$$

Since $Z=\int1\,d\mu$, we have $f_e(q)=\int K_q\,d\mu$. Integrating the first pair of bounds over a nonzero measure keeps them strict. At fixed $r$ the bounds squeeze $K_q(r)$ to $r^2/(3a_0)$ as $q\to0^+$. The upper bound is integrable and independent of $q$, so dominated convergence gives the limit. Integrating the last bound gives the $M_4$ estimate.

## Hydrogen at small momentum transfer

In units of $a_0$, the hydrogen ground state has $d\mu=4r^2e^{-2r}dr$, so $Z=1$, $M_2=3$, $M_4=22.5$ and $f_x=(1+q^2/4)^{-2}$. At $q=0.2$,

$$f_e=\frac{2(1-1.01^{-2})}{0.04}\approx0.9852.$$

The upper bound is $1$ and the lower bound is $1-0.04\cdot22.5/60=0.985$.

## The atom as a measure in Lean

`μ : Measure ℝ` holds the radial distribution, with the angular average already taken; smooth densities and infinitely thin spherical shells are both allowed. The hypothesis `hr` places the charge at $r>0$ almost everywhere, and `h2` makes $M_2$ finite. $M_2$ is not divided by $Z$, so it equals $Z$ times the mean square radius.

Neutrality is built into `electronFactor`, which uses the total mass `μ.real Set.univ` as the nuclear charge; this need not be an integer. `Set.Ioo` expresses the strict bounds, and `𝓝[>] 0` the approach from positive $q$. The zero measure is excluded from `ibers_limit` by `hμ`, but allowed in `ibers_error`.

The Mott–Bethe formula is taken as a definition, not derived from scattering theory. Ions, non-spherical atoms and corrections to the Born approximation are not covered.

```lean
import Mathlib

open MeasureTheory Filter Topology

namespace IbersLimit

noncomputable section

/-- X-ray scattering factor of a radial electron distribution `μ` on `r > 0`,
at momentum transfer `q > 0`. -/
def xrayFactor (μ : Measure ℝ) (q : ℝ) : ℝ :=
  ∫ r, Real.sin (q * r) / (q * r) ∂μ

/-- Mott–Bethe electron scattering factor of a neutral atom with electron distribution `μ`,
whose total mass is the nuclear charge; the domain is `a0 > 0`, `q > 0`. -/
def electronFactor (a0 : ℝ) (μ : Measure ℝ) (q : ℝ) : ℝ :=
  2 * (μ.real Set.univ - xrayFactor μ q) / (a0 * q ^ 2)

/-- Contribution to the electron scattering factor of a unit of electronic charge at
radius `r`, for `a0, q, r > 0`. -/
def shellFactor (a0 q r : ℝ) : ℝ :=
  2 / (a0 * q ^ 2) * (1 - Real.sin (q * r) / (q * r))

/-- A function that is differentiable on all of `ℝ`, vanishes at the origin and has positive slope
on the positive axis is positive there. -/
theorem pos_of_slope_pos {f f' : ℝ → ℝ} (h0 : f 0 = 0)
    (hd : ∀ y, HasDerivAt f (f' y) y) (hp : ∀ y, 0 < y → 0 < f' y)
    {x : ℝ} (hx : 0 < x) : 0 < f x := by
  have hm : StrictMonoOn f (Set.Ici 0) :=
    strictMonoOn_of_deriv_pos (convex_Ici 0)
      (fun y _ => (hd y).continuousAt.continuousWithinAt)
      (fun y hy => by
        rw [interior_Ici] at hy
        rw [(hd y).deriv]
        exact hp y hy)
  have h := hm (Set.mem_Ici.2 le_rfl) (Set.mem_Ici.2 hx.le) hx
  rwa [h0] at h

/-- For positive argument the sine lies strictly between its cubic and quintic Taylor
polynomials. -/
theorem sin_between {x : ℝ} (hx : 0 < x) :
    x - x ^ 3 / 6 < Real.sin x ∧ Real.sin x < x - x ^ 3 / 6 + x ^ 5 / 120 := by
  -- each bound is the integral of the previous one
  have h1 : ∀ y : ℝ, 0 < y → 0 < Real.cos y + y ^ 2 / 2 - 1 := fun y hy =>
    pos_of_slope_pos (f := fun y => Real.cos y + y ^ 2 / 2 - 1)
      (f' := fun y => y - Real.sin y) (by simp)
      (fun y => (((Real.hasDerivAt_cos y).fun_add
        ((hasDerivAt_pow 2 y).div_const 2)).sub_const 1).congr_deriv
          (by norm_num; ring))
      (fun y hy => sub_pos.2 (Real.sin_lt hy)) hy
  have h2 : ∀ y : ℝ, 0 < y → 0 < Real.sin y + y ^ 3 / 6 - y := fun y hy =>
    pos_of_slope_pos (f := fun y => Real.sin y + y ^ 3 / 6 - y)
      (f' := fun y => Real.cos y + y ^ 2 / 2 - 1) (by simp)
      (fun y => (((Real.hasDerivAt_sin y).fun_add
        ((hasDerivAt_pow 3 y).div_const 6)).fun_sub (hasDerivAt_id' y)).congr_deriv
          (by norm_num; ring)) h1 hy
  have h3 : ∀ y : ℝ, 0 < y → 0 < y ^ 4 / 24 - y ^ 2 / 2 - Real.cos y + 1 := fun y hy =>
    pos_of_slope_pos (f := fun y => y ^ 4 / 24 - y ^ 2 / 2 - Real.cos y + 1)
      (f' := fun y => Real.sin y + y ^ 3 / 6 - y) (by simp)
      (fun y => (((((hasDerivAt_pow 4 y).div_const 24).fun_sub
        ((hasDerivAt_pow 2 y).div_const 2)).fun_sub
          (Real.hasDerivAt_cos y)).add_const 1).congr_deriv
          (by norm_num; ring)) h2 hy
  have h4 : 0 < x ^ 5 / 120 - x ^ 3 / 6 - Real.sin x + x :=
    pos_of_slope_pos (f := fun y => y ^ 5 / 120 - y ^ 3 / 6 - Real.sin y + y)
      (f' := fun y => y ^ 4 / 24 - y ^ 2 / 2 - Real.cos y + 1) (by simp)
      (fun y => (((((hasDerivAt_pow 5 y).div_const 120).fun_sub
        ((hasDerivAt_pow 3 y).div_const 6)).fun_sub
          (Real.hasDerivAt_sin y)).fun_add (hasDerivAt_id' y)).congr_deriv
          (by norm_num; ring)) h3 hx
  have h5 := h2 x hx
  constructor <;> linarith

/-- The contribution of a unit charge at radius `r` is positive, stays below `r² / (3 a0)`,
and falls short of that value by at most `q² r⁴ / (60 a0)`. -/
theorem shellFactor_bounds {a0 q r : ℝ} (ha : 0 < a0) (hq : 0 < q) (hr : 0 < r) :
    0 < shellFactor a0 q r ∧ shellFactor a0 q r < r ^ 2 / (3 * a0) ∧
      r ^ 2 / (3 * a0) - q ^ 2 * r ^ 4 / (60 * a0) ≤ shellFactor a0 q r := by
  have hx : 0 < q * r := mul_pos hq hr
  have hc : 0 < 2 / (a0 * q ^ 2) := by positivity
  obtain ⟨hl, hu⟩ := sin_between hx
  have k1 : Real.sin (q * r) / (q * r) < 1 := (div_lt_one hx).2 (Real.sin_lt hx)
  have k2 : 1 - (q * r) ^ 2 / 6 < Real.sin (q * r) / (q * r) := by
    rw [lt_div_iff₀ hx]
    linarith
  have k3 : Real.sin (q * r) / (q * r) < 1 - (q * r) ^ 2 / 6 + (q * r) ^ 4 / 120 := by
    rw [div_lt_iff₀ hx]
    linarith
  refine ⟨mul_pos hc (by linarith), ?_, ?_⟩
  · calc shellFactor a0 q r < 2 / (a0 * q ^ 2) * ((q * r) ^ 2 / 6) :=
          mul_lt_mul_of_pos_left (by linarith) hc
      _ = r ^ 2 / (3 * a0) := by field_simp; ring
  · calc r ^ 2 / (3 * a0) - q ^ 2 * r ^ 4 / (60 * a0)
        = 2 / (a0 * q ^ 2) * ((q * r) ^ 2 / 6 - (q * r) ^ 4 / 120) := by
          field_simp
          ring
      _ ≤ shellFactor a0 q r := mul_le_mul_of_nonneg_left (by linarith) hc.le

/-- The electron scattering factor is the sum of the contributions of all radii, and these
contributions are integrable. -/
theorem electronFactor_eq_integral {μ : Measure ℝ} [IsFiniteMeasure μ]
    (hr : ∀ᵐ r ∂μ, 0 < r) (a0 : ℝ) {q : ℝ} (hq : 0 < q) :
    Integrable (shellFactor a0 q) μ ∧
      electronFactor a0 μ q = ∫ r, shellFactor a0 q r ∂μ := by
  have hs : Integrable (fun r => Real.sin (q * r) / (q * r)) μ := by
    have hm : Measurable (fun r : ℝ => Real.sin (q * r) / (q * r)) := by fun_prop
    refine Integrable.of_bound hm.aestronglyMeasurable 1 ?_
    filter_upwards [hr] with r h
    have hx : 0 < q * r := mul_pos hq h
    rw [Real.norm_eq_abs, abs_le]
    constructor
    · rw [le_div_iff₀ hx]
      rcases le_total (q * r) 1 with h1 | h1
      · linarith [Real.sin_pos_of_pos_of_le_one hx h1]
      · linarith [Real.neg_one_le_sin (q * r)]
    · exact (div_le_one hx).2 (Real.sin_lt hx).le
  refine ⟨((integrable_const (1 : ℝ)).sub hs).const_mul _, ?_⟩
  simp only [shellFactor]
  rw [integral_const_mul, integral_sub (integrable_const 1) hs, integral_const,
    smul_eq_mul, mul_one, electronFactor, xrayFactor]
  ring

/-- An integrable quantity that is positive at almost every radius has a positive integral over a
nonzero distribution. -/
theorem integral_pos_of_ae_pos {μ : Measure ℝ} {g : ℝ → ℝ} (hμ : μ ≠ 0)
    (hg : Integrable g μ) (hpos : ∀ᵐ r ∂μ, 0 < g r) : 0 < ∫ r, g r ∂μ := by
  have h0 : 0 ≤ᵐ[μ] g := hpos.mono fun r h => h.le
  refine lt_of_le_of_ne (integral_nonneg_of_ae h0) fun h => hμ ?_
  have hz := (integral_eq_zero_iff_of_nonneg_ae h0 hg).1 h.symm
  rw [← ae_eq_bot, ← Filter.eventually_false_iff_eq_bot]
  filter_upwards [hpos, hz] with r h1 h2
  exact h1.ne' h2

/-- Ibers limit: for a nonzero finite distribution on `r > 0` with finite second radial moment, the
electron scattering factor lies strictly between zero and the second radial moment over `3 a0` for
`q > 0`, and tends to that upper value as `q → 0⁺`. -/
theorem ibers_limit {μ : Measure ℝ} [IsFiniteMeasure μ] (hμ : μ ≠ 0)
    (hr : ∀ᵐ r ∂μ, 0 < r) (h2 : Integrable (fun r => r ^ 2) μ) {a0 : ℝ} (ha : 0 < a0) :
    (∀ q, 0 < q → electronFactor a0 μ q ∈ Set.Ioo 0 ((∫ r, r ^ 2 ∂μ) / (3 * a0))) ∧
      Tendsto (electronFactor a0 μ) (𝓝[>] 0) (𝓝 ((∫ r, r ^ 2 ∂μ) / (3 * a0))) := by
  have hB : Integrable (fun r => r ^ 2 / (3 * a0)) μ := h2.div_const _
  constructor
  · intro q hq
    obtain ⟨hF, he⟩ := electronFactor_eq_integral hr a0 hq
    rw [he]
    refine ⟨integral_pos_of_ae_pos hμ hF
      (hr.mono fun r h => (shellFactor_bounds ha hq h).1), ?_⟩
    have h : 0 < ∫ r, (r ^ 2 / (3 * a0) - shellFactor a0 q r) ∂μ :=
      integral_pos_of_ae_pos hμ (hB.sub hF)
        (hr.mono fun r h => sub_pos.2 (shellFactor_bounds ha hq h).2.1)
    rw [integral_sub hB hF, integral_div] at h
    linarith
  · rw [← integral_div]
    -- dominated convergence, with the small-angle value as the bound
    have hlim : Tendsto (fun q => ∫ r, shellFactor a0 q r ∂μ) (𝓝[>] 0)
        (𝓝 (∫ r, r ^ 2 / (3 * a0) ∂μ)) := by
      refine tendsto_integral_filter_of_dominated_convergence
        (fun r => r ^ 2 / (3 * a0)) ?_ ?_ hB ?_
      · filter_upwards [self_mem_nhdsWithin] with q hq
        exact (electronFactor_eq_integral hr a0 hq).1.aestronglyMeasurable
      · filter_upwards [self_mem_nhdsWithin] with q hq
        filter_upwards [hr] with r h
        obtain ⟨b1, b2, _⟩ := shellFactor_bounds ha hq h
        rw [Real.norm_of_nonneg b1.le]
        exact b2.le
      · filter_upwards [hr] with r h
        have hc : Continuous
            (fun q : ℝ => r ^ 2 / (3 * a0) - q ^ 2 * r ^ 4 / (60 * a0)) := by fun_prop
        have hl : Tendsto (fun q : ℝ => r ^ 2 / (3 * a0) - q ^ 2 * r ^ 4 / (60 * a0))
            (𝓝[>] 0) (𝓝 (r ^ 2 / (3 * a0))) := by
          simpa using (hc.tendsto 0).mono_left nhdsWithin_le_nhds
        refine tendsto_of_tendsto_of_tendsto_of_le_of_le' hl tendsto_const_nhds ?_ ?_
        · filter_upwards [self_mem_nhdsWithin] with q hq
          exact (shellFactor_bounds ha hq h).2.2
        · filter_upwards [self_mem_nhdsWithin] with q hq
          exact (shellFactor_bounds ha hq h).2.1.le
    refine hlim.congr' ?_
    filter_upwards [self_mem_nhdsWithin] with q hq
    exact (electronFactor_eq_integral hr a0 hq).2.symm

/-- With a finite fourth radial moment, the electron scattering factor falls short of the
Ibers value by at most `q²` times that moment over `60 a0`. -/
theorem ibers_error {μ : Measure ℝ} [IsFiniteMeasure μ]
    (hr : ∀ᵐ r ∂μ, 0 < r) (h4 : Integrable (fun r => r ^ 4) μ)
    {a0 q : ℝ} (ha : 0 < a0) (hq : 0 < q) :
    (∫ r, r ^ 2 ∂μ) / (3 * a0) - q ^ 2 * (∫ r, r ^ 4 ∂μ) / (60 * a0)
      ≤ electronFactor a0 μ q := by
  -- on a finite measure the fourth moment controls the second
  have h2 : Integrable (fun r => r ^ 2) μ := by
    have hm : Measurable (fun r : ℝ => r ^ 2) := by fun_prop
    refine Integrable.mono' ((integrable_const (1 : ℝ)).add h4) hm.aestronglyMeasurable
      (ae_of_all _ fun r => ?_)
    rw [Real.norm_of_nonneg (sq_nonneg r)]
    show r ^ 2 ≤ 1 + r ^ 4
    nlinarith [sq_nonneg (r ^ 2 - 1), sq_nonneg (r ^ 2)]
  have hA : Integrable (fun r => r ^ 2 / (3 * a0)) μ := h2.div_const _
  have hC : Integrable (fun r => q ^ 2 * r ^ 4 / (60 * a0)) μ :=
    (h4.const_mul (q ^ 2)).div_const _
  obtain ⟨hF, he⟩ := electronFactor_eq_integral hr a0 hq
  have h : ∫ r, (r ^ 2 / (3 * a0) - q ^ 2 * r ^ 4 / (60 * a0)) ∂μ
      ≤ ∫ r, shellFactor a0 q r ∂μ :=
    integral_mono_ae (hA.sub hC) hF
      (hr.mono fun r h => (shellFactor_bounds ha hq h).2.2)
  rw [integral_sub hA hC, integral_div, integral_div, integral_const_mul] at h
  rw [he]
  exact h

end

end IbersLimit
```

```lean
#print axioms IbersLimit.ibers_limit
#print axioms IbersLimit.ibers_error
```

```
'IbersLimit.ibers_limit' depends on axioms: [propext, Classical.choice, Quot.sound]
'IbersLimit.ibers_error' depends on axioms: [propext, Classical.choice, Quot.sound]
```

## How the proof follows the calculation

`pos_of_slope_pos` replaces each integration by monotonicity: a differentiable function that vanishes at the origin and has positive slope at every positive argument is positive at those arguments. `sin_between` applies it four times, and `shellFactor_bounds` converts the result into the bounds on $K_q$.

`electronFactor_eq_integral` first shows that $\sin(qr)/(qr)$ is integrable, being bounded by $1$ in absolute value, and then splits the integral of $K_q$. `integral_pos_of_ae_pos` preserves strictness: if a positive function had zero integral, it would vanish almost everywhere, forcing $\mu=0$.

In `ibers_limit` this lemma is applied to $K_q$ and to $r^2/(3a_0)-K_q$. The limit then follows from dominated convergence. The quartic term enters only at fixed $r$, so no fourth moment is needed there. `ibers_error` does assume one, obtains a finite $M_2$ from $r^2\le1+r^4$, and integrates the lower bound with `integral_mono_ae`.
